# The frequency product of a free harmonic system with one coordinate per atom

Consider $n+1$ coordinates $u_0,\dots,u_n$, with $n\ge 0$, and masses $m_i>0$. In the harmonic approximation the force on coordinate $i$ is $-\sum_j\Phi_{ij}u_j$. The real matrix $\Phi$ is symmetric, because it consists of second derivatives of a potential energy. Its rows sum to zero,
$$\sum_j\Phi_{ij}=0,$$
because a uniform displacement of a free system produces no force.

Let $M=\mathrm{diag}(m_0,\dots,m_n)$. A normal mode of frequency $\omega$ satisfies $Du=\omega^2u$ with $D=M^{-1}\Phi$, so the squared frequencies are the roots of $p(X)=\det(X-D)$. Stability is not assumed, and a squared frequency may be negative.

The pinned minor $c_k$ is the determinant of $\Phi$ after row $k$ and column $k$ are deleted, which is what remains when coordinate $k$ is held fixed. For a single coordinate it is the determinant of an empty matrix, which is 1.

The product rule says that all $c_k$ equal one number $c$, and that the coefficient of $X$ in $p$ is
$$(-1)^n\,c\,\frac{\sum_i m_i}{\prod_i m_i}.$$
The sign exponent is the matrix size minus one.

## Equal cofactors and the linear coefficient

Let $A$ be any square matrix with zero row sums. The adjugate entry $\mathrm{adj}(A)_{ij}$ is the determinant of $A$ with row $j$ replaced by the unit row $e_i$. Since the determinant is linear in that row, $\mathrm{adj}(A)_{ij}-\mathrm{adj}(A)_{kj}$ is the determinant of $A$ with row $j$ replaced by $e_i-e_k$. Every row of this new matrix sums to zero, so it annihilates the uniform vector and its determinant vanishes. Each column of $\mathrm{adj}(A)$ is therefore constant.

For $A=\Phi$ the adjugate is also symmetric, so all its entries are equal. The diagonal entry $\mathrm{adj}(\Phi)_{kk}$ is $(-1)^{2k}c_k=c_k$. Hence every entry, and every pinned minor, equals the same $c$.

Next, let $B=X-A$. Its rows each sum to $X$. Summing row 0 of $\mathrm{adj}(B)\,B=\det(B)\,I$ gives
$$\det(X-A)=\sum_j\mathrm{adj}(B)_{0j}\sum_rB_{jr}=X\,q(X),\qquad q(X)=\sum_j\mathrm{adj}(X-A)_{0j}.$$
The linear coefficient of $\det(X-A)$ is thus $q(0)=\sum_j\mathrm{adj}(-A)_{0j}$.

The rows of $D$ also sum to zero, so we may take $A=D$. Adjugate entries are $n\times n$ determinants, which gives $\mathrm{adj}(-D)=(-1)^n\mathrm{adj}(D)$. The adjugate reverses products, and $\mathrm{adj}(M^{-1})=\det(M^{-1})\,M$, so
$$\mathrm{adj}(-D)_{ij}=(-1)^n\bigl[\mathrm{adj}(\Phi)\,\mathrm{adj}(M^{-1})\bigr]_{ij}=(-1)^n\,\frac{c\,m_j}{\prod_l m_l}.$$
Summing over $j$ gives the stated coefficient.

## Isotopes and repeated zero roots

Split off one zero root and write $p(X)=X\prod_{l=0}^{n-1}(X-w_l)$. The linear coefficient is then $(-1)^n\prod_lw_l$, and comparison gives
$$\prod_lw_l=c\,\frac{\sum_im_i}{\prod_im_i}.$$

For other masses $m'_i$ with the same $\Phi$, the number $c$ is unchanged. Eliminating it gives
$$\Bigl(\prod_lw'_l\Bigr)\Bigl(\prod_im'_i\Bigr)\sum_im_i=\Bigl(\prod_lw_l\Bigr)\Bigl(\prod_im_i\Bigr)\sum_im'_i.$$
For a free harmonic system with one coordinate per atom and a simple zero root, this relation can test computed isotope shifts without reference to the force constants.

Finally, $X^2$ divides $p$ exactly when the constant and linear coefficients both vanish. The constant one always does. The linear one does exactly when $c=0$, since the masses are positive.

The zero-row-sum condition describes one translation. A molecule in three dimensions has at least three independent zero modes, so $c=0$ and the formulas reduce to $0=0$. The Teller–Redlich rule of molecular spectroscopy, which handles those translations together with rotations and symmetry species, is a different and larger statement.

## Force constants, masses and pinning in Lean

The development works with real matrices and with polynomials over the reals.

```lean
import Mathlib

open Matrix Polynomial

namespace LatticeProductRule

noncomputable section
```

The index type `Fin (n + 1)` labels the coordinates from 0 to $n$. The two physical conditions on $\Phi$ are the fields of a structure.

```lean
/-- A force-constant matrix of a free system: it is symmetric, and a uniform
displacement produces no force. -/
structure IsForceConstant {n : ℕ} (Φ : Matrix (Fin (n + 1)) (Fin (n + 1)) ℝ) : Prop where
  symm : Φ.IsSymm
  rowSum : ∀ i, ∑ j, Φ i j = 0
```

The dynamical matrix is $M^{-1}\Phi$ itself, not the mass-weighted symmetric form $M^{-1/2}\Phi M^{-1/2}$. The two are similar and have the same characteristic polynomial.

```lean
/-- The dynamical matrix `M⁻¹ Φ` for the masses `m`. -/
def dynMatrix {n : ℕ} (m : Fin (n + 1) → ℝ) (Φ : Matrix (Fin (n + 1)) (Fin (n + 1)) ℝ) :
    Matrix (Fin (n + 1)) (Fin (n + 1)) ℝ :=
  Matrix.diagonal (fun i => (m i)⁻¹) * Φ
```

The map `i.succAbove` runs through all indices except `i`, so the submatrix below is $\Phi$ without row and column `i`.

```lean
/-- The determinant of the force constants that remain when coordinate `i` is pinned. -/
def pinnedMinor {n : ℕ} (Φ : Matrix (Fin (n + 1)) (Fin (n + 1)) ℝ) (i : Fin (n + 1)) : ℝ :=
  (Φ.submatrix i.succAbove i.succAbove).det
```

## From cofactors to the product rule

The first lemma needs only zero row sums. In its proof `h0` states that the determinant with row $e_i-e_k$ vanishes, with the uniform vector as the witness. `Matrix.det_updateRow_add` supplies the linearity in row `j`.

```lean
variable {n : ℕ} {Φ : Matrix (Fin (n + 1)) (Fin (n + 1)) ℝ} {m : Fin (n + 1) → ℝ}

/-- If all row sums vanish, the entries in each column of the adjugate are equal. -/
theorem adjugate_column_const (A : Matrix (Fin (n + 1)) (Fin (n + 1)) ℝ)
    (hA : ∀ i, ∑ j, A i j = 0) (i k j : Fin (n + 1)) :
    A.adjugate i j = A.adjugate k j := by
  -- the difference is the determinant of a matrix that annihilates the uniform vector
  have h0 : (A.updateRow j (Pi.single i (1 : ℝ) - Pi.single k (1 : ℝ))).det = 0 := by
    refine Matrix.exists_mulVec_eq_zero_iff.mp ⟨fun _ => 1, ?_, ?_⟩
    · intro h
      exact one_ne_zero (congrFun h 0)
    · ext r
      by_cases hr : r = j
      · subst hr
        simp [Matrix.mulVec, dotProduct, Finset.sum_sub_distrib, Pi.single_apply]
      · simp [Matrix.mulVec, dotProduct, Matrix.updateRow_ne hr, hA]
  have h1 := Matrix.det_updateRow_add A j
    (Pi.single i (1 : ℝ) - Pi.single k (1 : ℝ)) (Pi.single k (1 : ℝ))
  rw [sub_add_cancel, h0, zero_add] at h1
  rw [Matrix.adjugate_apply, Matrix.adjugate_apply]
  exact h1
```

Symmetry now connects all entries. The `calc` chain moves from $(i,j)$ to $(k,j)$ within a column, transposes to $(j,k)$, and moves within a column again to $(k,k)$, where the entry is the pinned minor.

```lean
/-- Every entry of the adjugate of a force-constant matrix equals every pinned minor. -/
theorem adjugate_eq_pinnedMinor (h : IsForceConstant Φ) (i j k : Fin (n + 1)) :
    Φ.adjugate i j = pinnedMinor Φ k := by
  have hs : Φ.adjugateᵀ = Φ.adjugate := by
    rw [Matrix.adjugate_transpose, h.symm.eq]
  have hsign : (-1 : ℝ) ^ ((k : ℕ) + (k : ℕ)) = 1 := Even.neg_one_pow ⟨_, rfl⟩
  have hd : Φ.adjugate k k = pinnedMinor Φ k := by
    rw [Matrix.adjugate_fin_succ_eq_det_submatrix, hsign, one_mul]
    rfl
  calc Φ.adjugate i j = Φ.adjugate k j := adjugate_column_const Φ h.rowSum i k j
    _ = Φ.adjugate j k := congrFun (congrFun hs j) k
    _ = Φ.adjugate k k := adjugate_column_const Φ h.rowSum j k k
    _ = pinnedMinor Φ k := hd
```

The factorisation of the characteristic polynomial also holds without symmetry. Here `A.charmatrix` is $X-A$, and `hB` says that its rows sum to $X$. For the constant term, the proof sets $X=0$ by the ring homomorphism `constantCoeff`, which commutes with taking the adjugate.

```lean
/-- For a matrix with zero row sums, `X` factors out of the characteristic polynomial, and the
constant term of the other factor is a row sum of the adjugate of `-A`. -/
theorem charpoly_factor (A : Matrix (Fin (n + 1)) (Fin (n + 1)) ℝ)
    (hA : ∀ i, ∑ j, A i j = 0) :
    ∃ q : ℝ[X], A.charpoly = X * q ∧ q.coeff 0 = ∑ j, (-A).adjugate 0 j := by
  refine ⟨∑ j, A.charmatrix.adjugate 0 j, ?_, ?_⟩
  · -- the uniform vector is an eigenvector of `X - A` with eigenvalue `X`
    have hB : ∀ i, ∑ j, A.charmatrix i j = X := by
      intro i
      have hC : ∑ j, C (A i j) = 0 := by rw [← map_sum, hA, map_zero]
      simp [Matrix.charmatrix_apply, Finset.sum_sub_distrib, Matrix.diagonal_apply, hC]
    calc A.charpoly = ∑ r, (A.charmatrix.adjugate * A.charmatrix) 0 r := by
          rw [Matrix.adjugate_mul]
          simp [Matrix.charpoly, Matrix.one_apply]
      _ = ∑ j, A.charmatrix.adjugate 0 j * X := by
          simp only [Matrix.mul_apply]
          rw [Finset.sum_comm]
          simp only [← Finset.mul_sum, hB]
      _ = X * ∑ j, A.charmatrix.adjugate 0 j := by rw [← Finset.sum_mul, mul_comm]
  · -- at `X = 0` the matrix `X - A` becomes `-A`
    have hneg : (constantCoeff (R := ℝ)).mapMatrix A.charmatrix = -A := by
      ext i j
      rcases eq_or_ne i j with rfl | hij
      · simp
      · simp [hij]
    have h := RingHom.map_adjugate (constantCoeff (R := ℝ)) A.charmatrix
    rw [hneg] at h
    rw [← constantCoeff_apply, map_sum]
    exact Finset.sum_congr rfl fun j _ => congrFun (congrFun h 0) j
```

The masses enter through `hD`, the formula for $\mathrm{adj}(M^{-1})$. It is obtained by multiplying $\mathrm{adj}(M^{-1})$ by $M^{-1}M=1$. The final rewriting extracts the sign, reverses the product and inserts the constant adjugate of $\Phi$.

```lean
/-- The adjugate of `-M⁻¹ Φ` in terms of a pinned minor and the masses. -/
theorem adjugate_neg_dynMatrix (h : IsForceConstant Φ) (hm : ∀ i, 0 < m i)
    (i j k : Fin (n + 1)) :
    (-dynMatrix m Φ).adjugate i j = (-1) ^ n * pinnedMinor Φ k * m j / ∏ l, m l := by
  have hinv : Matrix.diagonal (fun i => (m i)⁻¹) * Matrix.diagonal m = 1 := by
    rw [Matrix.diagonal_mul_diagonal, ← Matrix.diagonal_one]
    congr 1
    funext l
    exact inv_mul_cancel₀ (hm l).ne'
  have hD : (Matrix.diagonal (fun i => (m i)⁻¹)).adjugate
      = (∏ l, (m l)⁻¹) • Matrix.diagonal m := by
    calc (Matrix.diagonal (fun i => (m i)⁻¹)).adjugate
        = (Matrix.diagonal (fun i => (m i)⁻¹)).adjugate *
          (Matrix.diagonal (fun i => (m i)⁻¹) * Matrix.diagonal m) := by rw [hinv, mul_one]
      _ = (∏ l, (m l)⁻¹) • Matrix.diagonal m := by
        rw [← mul_assoc, Matrix.adjugate_mul, Matrix.det_diagonal, Matrix.smul_mul, one_mul]
  have hneg : -dynMatrix m Φ = (-1 : ℝ) • dynMatrix m Φ := by simp
  rw [hneg, Matrix.adjugate_smul, dynMatrix, Matrix.adjugate_mul_distrib, hD, Matrix.mul_smul,
    Matrix.smul_apply, Matrix.smul_apply, Matrix.mul_diagonal, adjugate_eq_pinnedMinor h i j k,
    Fintype.card_fin, Nat.add_sub_cancel, Finset.prod_inv_distrib]
  simp only [smul_eq_mul]
  ring
```

The main theorem has two parts: every pinned minor equals the one at the chosen coordinate `k`, and `charpoly.coeff 1` has the value derived above. The first part compares both minors with the same adjugate entry. The second checks that the rows of $D$ sum to zero, applies the factorisation and sums over $j$.

```lean
/-- Product rule: all pinned minors are equal, and together with the masses they fix the linear
coefficient of the characteristic polynomial of the dynamical matrix. -/
theorem product_rule (h : IsForceConstant Φ) (hm : ∀ i, 0 < m i) (k : Fin (n + 1)) :
    (∀ i, pinnedMinor Φ i = pinnedMinor Φ k) ∧
    (dynMatrix m Φ).charpoly.coeff 1
      = (-1) ^ n * pinnedMinor Φ k * (∑ i, m i) / ∏ i, m i := by
  refine ⟨fun i => ?_, ?_⟩
  · rw [← adjugate_eq_pinnedMinor h 0 0 i, adjugate_eq_pinnedMinor h 0 0 k]
  · have hrow : ∀ i, ∑ j, dynMatrix m Φ i j = 0 := by
      intro i
      simp only [dynMatrix, Matrix.diagonal_mul, ← Finset.mul_sum, h.rowSum, mul_zero]
    obtain ⟨q, hq, hq0⟩ := charpoly_factor _ hrow
    have h1 : (X * q).coeff 1 = q.coeff 0 := coeff_X_mul q 0
    rw [hq, h1, hq0]
    simp only [adjugate_neg_dynMatrix h hm 0 _ k]
    rw [← Finset.sum_div, ← Finset.mul_sum]
```

## Products of squared frequencies

The remaining squared frequencies form a family `w` indexed by `Fin n`, and the hypothesis `hw` says that together with one zero they are the roots of $p$, counted with multiplicity. Such a real family always exists, because $D$ is similar to a real symmetric matrix and has a zero eigenvalue; the theorem takes the factorisation as given and leaves that argument to the reader. The proof computes the constant term of $\prod_l(X-w_l)$ and cancels $(-1)^n$.

```lean
/-- With one zero root split off, the product of the remaining squared frequencies `w` is the
pinned minor times the total mass over the product of the masses. -/
theorem frequency_product (h : IsForceConstant Φ) (hm : ∀ i, 0 < m i) (k : Fin (n + 1))
    {w : Fin n → ℝ} (hw : (dynMatrix m Φ).charpoly = X * ∏ l, (X - C (w l))) :
    ∏ l, w l = pinnedMinor Φ k * (∑ i, m i) / ∏ i, m i := by
  have hc : (∏ l, (X - C (w l))).coeff 0 = (-1) ^ n * ∏ l, w l := by
    rw [← constantCoeff_apply]
    have hl : ∀ l, constantCoeff (X - C (w l)) = (-1) * w l := by intro l; simp
    rw [map_prod]
    simp only [hl, Finset.prod_mul_distrib, Finset.prod_const, Finset.card_univ,
      Fintype.card_fin]
  have h1 : (X * ∏ l, (X - C (w l))).coeff 1 = (∏ l, (X - C (w l))).coeff 0 :=
    coeff_X_mul _ 0
  have h2 := (product_rule h hm k).2
  rw [hw, h1, hc] at h2
  refine mul_left_cancel₀ (pow_ne_zero n (by norm_num : (-1 : ℝ) ≠ 0)) ?_
  rw [h2]
  ring
```

For the isotope rule, `e` and `e'` are the two frequency products with the denominators cleared. Multiplying each by the other system's total mass and subtracting removes the pinned minor. The result is written without division, so it also covers $c=0$, where a ratio of frequency products would be undefined.

```lean
/-- Isotope rule: for two sets of masses with the same force constants, the products of the
remaining squared frequencies are related through the masses alone. -/
theorem isotope_rule (h : IsForceConstant Φ) {m' : Fin (n + 1) → ℝ}
    (hm : ∀ i, 0 < m i) (hm' : ∀ i, 0 < m' i) {w w' : Fin n → ℝ}
    (hw : (dynMatrix m Φ).charpoly = X * ∏ l, (X - C (w l)))
    (hw' : (dynMatrix m' Φ).charpoly = X * ∏ l, (X - C (w' l))) :
    (∏ l, w' l) * ((∏ i, m' i) * ∑ i, m i) = (∏ l, w l) * ((∏ i, m i) * ∑ i, m' i) := by
  have e := (eq_div_iff (Finset.prod_pos fun i _ => hm i).ne').mp (frequency_product h hm 0 hw)
  have e' := (eq_div_iff (Finset.prod_pos fun i _ => hm' i).ne').mp
    (frequency_product h hm' 0 hw')
  linear_combination (∑ i, m i) * e' - (∑ i, m' i) * e
```

The criterion for a repeated zero root is expressed as divisibility by $X^2$, which `X_pow_dvd_iff` turns into the vanishing of the coefficients of degree 0 and 1. In one direction, a nonzero minor would make the linear coefficient nonzero. In the other, the factor $X$ removes the constant coefficient and the product rule removes the linear one.

```lean
/-- Zero is a multiple root of the characteristic polynomial of the dynamical matrix exactly
when the pinned minor vanishes. -/
theorem multiple_zero_iff (h : IsForceConstant Φ) (hm : ∀ i, 0 < m i) (k : Fin (n + 1)) :
    X ^ 2 ∣ (dynMatrix m Φ).charpoly ↔ pinnedMinor Φ k = 0 := by
  have hS : ∑ i, m i ≠ 0 := (Finset.sum_pos (fun i _ => hm i) Finset.univ_nonempty).ne'
  have hP : ∏ i, m i ≠ 0 := (Finset.prod_pos fun i _ => hm i).ne'
  have h1 := (product_rule h hm k).2
  rw [X_pow_dvd_iff]
  constructor
  · intro hd
    by_contra hc
    have h2 := hd 1 (by norm_num)
    rw [h1] at h2
    exact div_ne_zero (mul_ne_zero (mul_ne_zero (pow_ne_zero n (by norm_num)) hc) hS) hP h2
  · intro hc d hd
    have hrow : ∀ i, ∑ j, dynMatrix m Φ i j = 0 := by
      intro i
      simp only [dynMatrix, Matrix.diagonal_mul, ← Finset.mul_sum, h.rowSum, mul_zero]
    obtain ⟨q, hq, -⟩ := charpoly_factor _ hrow
    interval_cases d
    · rw [hq]
      simp
    · rw [h1, hc]
      simp
```

## A chain of three atoms

For three atoms on a line, joined by springs $k_1$ and $k_2$,
$$\Phi=\begin{pmatrix}k_1&-k_1&0\\-k_1&k_1+k_2&-k_2\\0&-k_2&k_2\end{pmatrix}.$$

```lean
/-- Force constants of a free linear chain of three atoms joined by springs `k₁` and `k₂`. -/
def triatomic (k₁ k₂ : ℝ) : Matrix (Fin (2 + 1)) (Fin (2 + 1)) ℝ :=
  !![k₁, -k₁, 0; -k₁, k₁ + k₂, -k₂; 0, -k₂, k₂]
```

Pinning atom 0 leaves the determinant $(k_1+k_2)k_2-k_2^2=k_1k_2$. The theorem below confirms this value, and it checks symmetry and the row sums entry by entry.

```lean
/-- The triatomic chain has a valid force-constant matrix, and its minor with atom 0 pinned is the
product of the two spring constants. -/
theorem triatomic_witness (k₁ k₂ : ℝ) :
    IsForceConstant (triatomic k₁ k₂) ∧ pinnedMinor (triatomic k₁ k₂) 0 = k₁ * k₂ := by
  refine ⟨⟨?_, ?_⟩, ?_⟩
  · ext i j
    fin_cases i <;> fin_cases j <;> simp [triatomic]
  · intro i
    fin_cases i <;> simp [triatomic, Fin.sum_univ_succ]
  · rw [pinnedMinor, Matrix.det_fin_two]
    change (k₁ + k₂) * k₂ - (-k₂) * (-k₂) = k₁ * k₂
    ring

end

end LatticeProductRule
```

With this minor, the general formula gives the product of the two remaining squared frequencies:
$$w_0w_1=k_1k_2\,\frac{m_0+m_1+m_2}{m_0m_1m_2}.$$
If exactly one spring constant is zero, the chain separates into two independent parts. The minor vanishes, and the second free translation appears as a repeated zero root.

```lean
#print axioms LatticeProductRule.frequency_product
-- 'LatticeProductRule.frequency_product' depends on axioms: [propext, Classical.choice, Quot.sound]
#print axioms LatticeProductRule.isotope_rule
-- 'LatticeProductRule.isotope_rule' depends on axioms: [propext, Classical.choice, Quot.sound]
#print axioms LatticeProductRule.multiple_zero_iff
-- 'LatticeProductRule.multiple_zero_iff' depends on axioms: [propext, Classical.choice, Quot.sound]
```
